# When an ultrasoft augmented density on a finite grid sums to the generalized norm

If the overlap coefficients of an ultrasoft pseudopotential do not match its augmentation functions, an orbital normalised to one can carry a total charge other than one. The electron count can then be wrong although every orbital passes its normalisation check. The problems below determine which coefficients make the total charge equal to the squared norm used in that check, for every wavefunction on a finite grid, given linearly independent projector functions.

## Grid, projections and density

The grid is a finite type `G`, and the finite type `ι` labels the projector functions $b_i(r)$.

```lean
import Mathlib

open ComplexConjugate

namespace UltrasoftAugmentation

noncomputable section

variable {G ι : Type*} [Fintype G] [Fintype ι]
```

A wavefunction is any function $\psi:G\to\mathbb C$, with projections $\beta_i(\psi)=\sum_r b_i(r)^*\psi(r)$. Sums carry no volume element $w$; it is absorbed by scaling $\psi$ and $b_i$ by $\sqrt w$ and the augmentation functions by $w$.

```lean
/-- The projection `⟨b_i, ψ⟩` of a grid wavefunction on the `i`-th projector function. -/
def proj (b : ι → G → ℂ) (ψ : G → ℂ) (i : ι) : ℂ := ∑ r, conj (b i r) * ψ r
```

For coefficients $q_{ij}$, write $A_q(x,y)=\sum_{ij}x_i^*q_{ij}y_j$.

```lean
/-- The sesquilinear form `∑ conj(x_i) q_ij y_j` with coefficients `q`. -/
def augForm (q : ι → ι → ℂ) (x y : ι → ℂ) : ℂ := ∑ i, ∑ j, conj (x i) * q i j * y j
```

With augmentation functions $Q_{ij}(r)$, the density is $n_\psi(r)=|\psi(r)|^2+A_{Q(r)}(\beta(\psi),\beta(\psi))$.

```lean
/-- The augmented density at a grid point: the smooth part `|ψ(r)|²` plus the
augmentation charge built from the functions `Q_ij(r)`. -/
def density (b : ι → G → ℂ) (Q : ι → ι → G → ℂ) (ψ : G → ℂ) (r : G) : ℂ :=
  ((‖ψ r‖ ^ 2 : ℝ) : ℂ) + augForm (fun i j => Q i j r) (proj b ψ) (proj b ψ)
```

The generalized squared norm is $N_q(\psi)=\sum_r|\psi(r)|^2+A_q(\beta(\psi),\beta(\psi))$. Both quantities are complex, because $Q$ and $q$ are arbitrary complex arrays. Neither positivity of $N_q$ nor the atomic construction of $Q_{ij}(r)$ is treated.

```lean
/-- The generalized squared norm `‖ψ‖² + ∑ conj⟨b_i, ψ⟩ q_ij ⟨b_j, ψ⟩`. -/
def generalizedNorm (b : ι → G → ℂ) (q : ι → ι → ℂ) (ψ : G → ℂ) : ℂ :=
  ((∑ r, ‖ψ r‖ ^ 2 : ℝ) : ℂ) + augForm q (proj b ψ) (proj b ψ)
```

## (a) Overlap with a combination of projectors

Show that for all coefficients $x_i$ and grid functions $\varphi$
$$\sum_r\Big(\sum_i x_ib_i(r)\Big)^*\varphi(r)=\sum_i x_i^*\beta_i(\varphi).$$

Conjugate term by term and exchange the sums (`Finset.sum_comm`): the left side is $\sum_i x_i^*\sum_r b_i(r)^*\varphi(r)$.

```lean
/-- The overlap of a combination of projector functions with `φ` is the corresponding
combination of the projections of `φ`. -/
theorem overlap_combination (b : ι → G → ℂ) (x : ι → ℂ) (φ : G → ℂ) :
    ∑ r, conj (∑ i, x i * b i r) * φ r = ∑ i, conj (x i) * proj b φ i := by
  simp only [proj, map_sum, map_mul, Finset.sum_mul, Finset.mul_sum]
  rw [Finset.sum_comm]
  exact Finset.sum_congr rfl fun i _ => Finset.sum_congr rfl fun r _ => by ring
```

## (b) Attainable projections

Let the $b_i$ be linearly independent. Show that for every $c:ι\to\mathbb C$ some $\psi$ satisfies
$$\beta(\psi)=c.$$

Try $f_x=\sum_jx_jb_j$ and set $Tx=\beta(f_x)$, the Gram matrix acting on $x$. If $Tx=0$, part (a) with $\varphi=f_x$ gives $\sum_r|f_x(r)|^2=\sum_ix_i^*(Tx)_i=0$. Hence $f_x$ vanishes at every grid point, and independence gives $x=0$. So $T$ is injective, therefore surjective, and $\psi=f_x$ with $Tx=c$ works.

The last step is `LinearMap.injective_iff_surjective`, on which the proof turns. It applies to a linear map from a finite-dimensional space to itself, which is why `T` acts on coefficients and not on wavefunctions. It supplies a solution without a determinant or an explicit inverse.

```lean
/-- For linearly independent projector functions, every set of projections is that of
some wavefunction on the grid. -/
theorem exists_wavefunction {b : ι → G → ℂ} (hb : LinearIndependent ℂ b) (c : ι → ℂ) :
    ∃ ψ : G → ℂ, proj b ψ = c := by
  -- the Gram map: coefficients to projections of the combined function
  let T : (ι → ℂ) →ₗ[ℂ] (ι → ℂ) :=
    { toFun := fun x => proj b (fun r => ∑ j, x j * b j r)
      map_add' := by
        intro x y
        ext i
        simp only [proj, Pi.add_apply, add_mul, mul_add, Finset.sum_add_distrib]
      map_smul' := by
        intro a x
        ext i
        simp only [proj, Pi.smul_apply, smul_eq_mul, RingHom.id_apply, Finset.mul_sum]
        exact Finset.sum_congr rfl fun r _ => Finset.sum_congr rfl fun j _ => by ring }
  have hinj : Function.Injective T := by
    rw [← LinearMap.ker_eq_bot, LinearMap.ker_eq_bot']
    intro x hx
    have hp : ∀ i, proj b (fun r => ∑ j, x j * b j r) i = 0 := fun i => congrFun hx i
    have h0 := overlap_combination b x (fun r => ∑ j, x j * b j r)
    simp only [hp, mul_zero, Finset.sum_const_zero] at h0
    -- the combined function has zero norm, hence vanishes
    have h1 : ∑ r, Complex.normSq (∑ j, x j * b j r) = 0 := by
      apply Complex.ofReal_injective
      rw [Complex.ofReal_sum, Complex.ofReal_zero, ← h0]
      exact Finset.sum_congr rfl fun r _ => Complex.normSq_eq_conj_mul_self
    have h2 : ∀ r, ∑ j, x j * b j r = 0 := fun r =>
      Complex.normSq_eq_zero.1 ((Finset.sum_eq_zero_iff_of_nonneg
        (fun r _ => Complex.normSq_nonneg _)).1 h1 r (Finset.mem_univ r))
    funext i
    refine Fintype.linearIndependent_iff.1 hb x ?_ i
    funext r
    simpa [Finset.sum_apply] using h2 r
  obtain ⟨x, hx⟩ := LinearMap.injective_iff_surjective.1 hinj c
  exact ⟨_, hx⟩
```

## (c) A form that vanishes on the diagonal

Suppose $A_D(c,c)=0$ for all $c$. Show that
$$D_{ij}=0\quad\text{for all }i,j.$$

For a complex number $t$, expand
$$A_D(x+ty,x+ty)=A_D(x,x)+tA_D(x,y)+t^*A_D(y,x)+|t|^2A_D(y,y).$$
The left side and the diagonal terms vanish. Then $t=1$ gives $A_D(x,y)+A_D(y,x)=0$, and $t=\sqrt{-1}$ gives $A_D(x,y)-A_D(y,x)=0$, so $A_D(x,y)=0$. Unit vectors, `Pi.single` in Lean, pick out $D_{ij}$. The two equations are combined by `linear_combination`.

```lean
/-- A complex form `∑ conj(c_i) D_ij c_j` that vanishes for all `c` has zero coefficients. -/
theorem coefficients_eq_zero (D : ι → ι → ℂ) (h : ∀ c, augForm D c c = 0) (i j : ι) :
    D i j = 0 := by
  classical
  have expand : ∀ (x y : ι → ℂ) (t : ℂ),
      augForm D (fun k => x k + t * y k) (fun k => x k + t * y k) =
        augForm D x x + t * augForm D x y + conj t * augForm D y x
          + conj t * t * augForm D y y := by
    intro x y t
    simp only [augForm, Finset.mul_sum, ← Finset.sum_add_distrib, map_add, map_mul]
    exact Finset.sum_congr rfl fun k _ => Finset.sum_congr rfl fun l _ => by ring
  -- polarisation with the relative phases 1 and i
  have hxy : ∀ x y : ι → ℂ, augForm D x y = 0 := by
    intro x y
    have e1 := expand x y 1
    have e2 := expand x y Complex.I
    rw [h, h x, h y] at e1 e2
    simp only [map_one] at e1
    simp only [Complex.conj_I] at e2
    linear_combination (-1 / 2) * e1 + (Complex.I / 2) * e2
      + ((augForm D x y - augForm D y x) / 2) * Complex.I_sq
  have hij := hxy (Pi.single i 1) (Pi.single j 1)
  simpa [augForm, Pi.single_apply, apply_ite (starRingEnd ℂ)] using hij
```

## (d) The total charge

Show that
$$\sum_rn_\psi(r)=N_S(\psi),\qquad S_{ij}=\sum_rQ_{ij}(r).$$

The projections do not depend on $r$, so the grid sum moves inside: $\sum_r\sum_{ij}\beta_i^*Q_{ij}(r)\beta_j=\sum_{ij}\beta_i^*S_{ij}\beta_j$.

```lean
/-- The augmented density sums to the generalized norm whose coefficients are the
grid sums of `Q_ij(r)`. -/
theorem total_charge (b : ι → G → ℂ) (Q : ι → ι → G → ℂ) (ψ : G → ℂ) :
    ∑ r, density b Q ψ r = generalizedNorm b (fun i j => ∑ r, Q i j r) ψ := by
  simp only [density, generalizedNorm, augForm, Finset.sum_add_distrib, Complex.ofReal_sum]
  congr 1
  rw [Finset.sum_comm]
  refine Finset.sum_congr rfl fun i _ => ?_
  rw [Finset.sum_comm]
  refine Finset.sum_congr rfl fun j _ => ?_
  rw [Finset.mul_sum, Finset.sum_mul]
```

## (e) The matching coefficients

For linearly independent $b_i$, show that
$$\sum_rn_\psi(r)=N_q(\psi)\ \text{for all }\psi\iff q_{ij}=\sum_rQ_{ij}(r)\ \text{for all }i,j.$$

If the charges agree, (d) gives $A_{q-S}(\beta(\psi),\beta(\psi))=0$ for all $\psi$. By (b) the projections run through all $c$, so (c) gives $q=S$. The converse is (d). In Lean, `obtain ⟨ψ, rfl⟩` replaces $c$ by the projections of a wavefunction.

The model uses one grid for wavefunctions and augmentation charges, whereas many codes put the augmentation charges on a finer one. On a single grid, overlap coefficients integrated separately, for instance on a radial mesh, reproduce the total charge of every wavefunction only if they equal these grid sums.

```lean
/-- For linearly independent projector functions, the augmented density of every
wavefunction sums to its generalized norm if and only if `q_ij = ∑_r Q_ij(r)`. -/
theorem charge_eq_generalizedNorm_iff {b : ι → G → ℂ} (hb : LinearIndependent ℂ b)
    (Q : ι → ι → G → ℂ) (q : ι → ι → ℂ) :
    (∀ ψ, ∑ r, density b Q ψ r = generalizedNorm b q ψ) ↔
      ∀ i j, q i j = ∑ r, Q i j r := by
  constructor
  · intro h i j
    refine sub_eq_zero.1 (coefficients_eq_zero (fun i j => q i j - ∑ r, Q i j r) ?_ i j)
    intro c
    -- realise the coefficients `c` as projections of a wavefunction
    obtain ⟨ψ, rfl⟩ := exists_wavefunction hb c
    have hψ := h ψ
    rw [total_charge] at hψ
    have hs := add_left_cancel hψ
    simp only [augForm, mul_sub, sub_mul, Finset.sum_sub_distrib] at hs ⊢
    exact sub_eq_zero.2 hs.symm
  · intro h ψ
    have hq : q = fun i j => ∑ r, Q i j r := funext fun i => funext fun j => h i j
    rw [hq, total_charge]
```

## (f) Dependent projectors

Let the $b_i$ be linearly dependent. Show that there is a
$$q\neq S\quad\text{with}\quad\sum_rn_\psi(r)=N_q(\psi)\ \text{for all }\psi.$$

Take $\sum_ia_ib_i=0$ with some $a_k\neq0$, and set $q_{ij}=S_{ij}+a_ia_j^*$. Then $q_{kk}-S_{kk}=|a_k|^2\neq0$. The added term in $N_q(\psi)$ is $|\sum_ia_i^*\beta_i(\psi)|^2$, which vanishes by (a).

```lean
/-- If the projector functions are linearly dependent, some `q` different from the grid
sums of `Q_ij(r)` also reproduces the total charge of every wavefunction. -/
theorem charge_not_unique_of_dependent {b : ι → G → ℂ} (hb : ¬ LinearIndependent ℂ b)
    (Q : ι → ι → G → ℂ) :
    ∃ q : ι → ι → ℂ, (∃ i j, q i j ≠ ∑ r, Q i j r) ∧
      ∀ ψ, ∑ r, density b Q ψ r = generalizedNorm b q ψ := by
  obtain ⟨a, ha, k, hk⟩ := Fintype.not_linearIndependent_iff.1 hb
  refine ⟨fun i j => ∑ r, Q i j r + a i * conj (a j), ⟨k, k, ?_⟩, fun ψ => ?_⟩
  · intro h
    have h' : a k * conj (a k) = 0 := by linear_combination h
    simp [hk] at h'
  · have ha' : ∀ r, ∑ i, a i * b i r = 0 := fun r => by
      simpa [Finset.sum_apply] using congrFun ha r
    -- the dependence relation carries over to the projections
    have hS := overlap_combination b a ψ
    simp only [ha', map_zero, zero_mul, Finset.sum_const_zero] at hS
    have hD : augForm (fun i j => a i * conj (a j)) (proj b ψ) (proj b ψ) =
        conj (∑ i, conj (a i) * proj b ψ i) * ∑ i, conj (a i) * proj b ψ i := by
      simp only [augForm, map_sum, map_mul, Complex.conj_conj, Finset.sum_mul_sum]
      exact Finset.sum_congr rfl fun i _ => Finset.sum_congr rfl fun j _ => by ring
    rw [← hS, mul_zero] at hD
    rw [total_charge]
    simp only [generalizedNorm, augForm, mul_add, add_mul, Finset.sum_add_distrib] at hD ⊢
    rw [hD, add_zero]
```

## (g) No net augmentation charge

For linearly independent $b_i$, show that
$$\sum_rn_\psi(r)=\sum_r|\psi(r)|^2\ \text{for all }\psi\iff S_{ij}=0\ \text{for all }i,j.$$

Put $q=0$ in (e).

```lean
/-- For linearly independent projector functions, the augmentation adds no net charge to
any wavefunction if and only if every `Q_ij(r)` sums to zero over the grid. -/
theorem no_net_augmentation_iff {b : ι → G → ℂ} (hb : LinearIndependent ℂ b)
    (Q : ι → ι → G → ℂ) :
    (∀ ψ, ∑ r, density b Q ψ r = ((∑ r, ‖ψ r‖ ^ 2 : ℝ) : ℂ)) ↔
      ∀ i j, ∑ r, Q i j r = 0 := by
  have h := charge_eq_generalizedNorm_iff hb Q (fun _ _ => 0)
  simp only [generalizedNorm, augForm, mul_zero, zero_mul, Finset.sum_const_zero,
    add_zero] at h
  exact h.trans ⟨fun k i j => (k i j).symm, fun k i j => (k i j).symm⟩
```

## (h) Real total charge

For linearly independent $b_i$, show that
$$\operatorname{Im}\sum_rn_\psi(r)=0\ \text{for all }\psi\iff S_{ji}^*=S_{ij}\ \text{for all }i,j.$$

Conjugating and exchanging the labels gives $N_S(\psi)^*=N_{S^\dagger}(\psi)$, where $(S^\dagger)_{ij}=S_{ji}^*$. By (d) the charge is real exactly when $N_S(\psi)=N_{S^\dagger}(\psi)$. Part (e) with $q=S^\dagger$ turns this, for all $\psi$, into $S^\dagger=S$.

A model with $q$ and every $Q(r)$ Hermitian from the start would have a real-valued density. This part would then hold automatically, and (e) would cover only Hermitian coefficients.

```lean
/-- For linearly independent projector functions, the total charge of every wavefunction
is real if and only if the matrix of grid sums of `Q_ij(r)` is Hermitian. -/
theorem total_charge_real_iff {b : ι → G → ℂ} (hb : LinearIndependent ℂ b)
    (Q : ι → ι → G → ℂ) :
    (∀ ψ, (∑ r, density b Q ψ r).im = 0) ↔
      ∀ i j, conj (∑ r, Q j i r) = ∑ r, Q i j r := by
  -- conjugating the generalized norm replaces `q` by its conjugate transpose
  have hconj : ∀ (q : ι → ι → ℂ) (ψ : G → ℂ), conj (generalizedNorm b q ψ) =
      generalizedNorm b (fun i j => conj (q j i)) ψ := by
    intro q ψ
    simp only [generalizedNorm, augForm, map_add, Complex.conj_ofReal, map_sum, map_mul,
      Complex.conj_conj]
    congr 1
    rw [Finset.sum_comm]
    exact Finset.sum_congr rfl fun i _ => Finset.sum_congr rfl fun j _ => by ring
  refine Iff.trans (forall_congr' fun ψ => ?_)
    (charge_eq_generalizedNorm_iff hb Q (fun i j => conj (∑ r, Q j i r)))
  rw [← Complex.conj_eq_iff_im, total_charge, hconj]
  exact eq_comm

end

end UltrasoftAugmentation
```

```lean
#print axioms UltrasoftAugmentation.charge_eq_generalizedNorm_iff
#print axioms UltrasoftAugmentation.charge_not_unique_of_dependent
#print axioms UltrasoftAugmentation.no_net_augmentation_iff
#print axioms UltrasoftAugmentation.total_charge_real_iff
```

```
'UltrasoftAugmentation.charge_eq_generalizedNorm_iff' depends on axioms: [propext, Classical.choice, Quot.sound]
'UltrasoftAugmentation.charge_not_unique_of_dependent' depends on axioms: [propext, Classical.choice, Quot.sound]
'UltrasoftAugmentation.no_net_augmentation_iff' depends on axioms: [propext, Classical.choice, Quot.sound]
'UltrasoftAugmentation.total_charge_real_iff' depends on axioms: [propext, Classical.choice, Quot.sound]
```
